# The bound $\|e^T-e^S\|\le e^m\|T-S\|$ for operators of norm at most $m$, applied to amplitude screening

Let $H$ be a complex Hilbert space and $\varphi\in H$ a reference state with $\|\varphi\|=1$. For a bounded operator $A$ on $H$, $\|A\|$ denotes the operator norm, the smallest number $c\ge0$ with $\|Av\|\le c\|v\|$ for all $v\in H$; for a matrix this is the largest singular value. The exponential is defined by its power series, $e^A=\sum_{k\ge0}A^k/k!$.

A cluster operator is a finite sum $T=\sum_i t_iX_i$ with complex amplitudes $t_i$ and bounded excitation operators $X_i$. Screening with threshold $\varepsilon$ keeps $t_i$ if $|t_i|\ge\varepsilon$ and replaces it by zero otherwise. The screened operator is called $S$, so $T-S$ is the discarded operator. The retained amplitudes keep their values; the amplitude equations are not solved again. The states $e^T\varphi$ and $e^S\varphi$ are compared as they stand, without normalising them.

## From powers to exponentials

Suppose $\|T\|\le m$ and $\|S\|\le m$. The claim is that

$$\|e^T-e^S\|\le e^m\,\|T-S\|,$$

whether or not $T$ and $S$ commute. The excitation operators of single-reference coupled-cluster theory do commute with one another, but the generators of unitary coupled cluster in general do not, and the bound applies to both. In the unitary case it is not sharp: for anti-Hermitian $T$ and $S$ the exponentials are unitary, and $\|e^T-e^S\|\le\|T-S\|$ holds without the factor $e^m$.

The first step is an estimate for powers:

$$\|T^{k+1}-S^{k+1}\|\le(k+1)\,m^k\,\|T-S\|,\qquad k\ge0.$$

For $k=0$ both sides equal $\|T-S\|$. To pass from $k$ to $k+1$, add and subtract $T^{k+1}S$, leaving the order of the factors alone:

$$T^{k+2}-S^{k+2}=T^{k+1}(T-S)+(T^{k+1}-S^{k+1})S.$$

The first term has norm at most $m^{k+1}\|T-S\|$. By the induction hypothesis, the second has norm at most $(k+1)m^k\|T-S\|\cdot m$. Together they give $(k+2)m^{k+1}\|T-S\|$.

In the difference of the two exponential series the zeroth-order terms cancel, so

$$\|e^T-e^S\|\le\sum_{k\ge0}\frac{\|T^{k+1}-S^{k+1}\|}{(k+1)!}\le\sum_{k\ge0}\frac{(k+1)m^k}{(k+1)!}\|T-S\|=\sum_{k\ge0}\frac{m^k}{k!}\|T-S\|=e^m\|T-S\|.$$

Applying $e^T-e^S$ to the unit vector $\varphi$ gives $\|e^T\varphi-e^S\varphi\|\le e^m\|T-S\|$.

For $m>0$ the constant $e^m$ is the best one valid for all pairs of norm at most $m$. Take $T=m\mathbb 1$ and $S=s\mathbb 1$ with $0<s<m$. If a constant $C$ serves for all pairs, then

$$C(m-s)\ge e^m-e^s=e^s(e^{m-s}-1)\ge e^s(m-s),$$

hence $C\ge e^s$, and letting $s$ tend to $m$ gives $C\ge e^m$. Multiples of the identity are not excitation operators, and for the cluster operators of an $N$-electron reference determinant a smaller constant suffices. Each excitation empties at least one of the $N$ occupied spin orbitals, so a product of more than $N$ excitation operators vanishes. Both exponential series then stop at order $N$, and the argument above gives $\sum_{k=0}^{N-1}m^k/k!$ in place of $e^m$.

## An error estimate from the amplitudes alone

Assume now that $\|X_i\|\le1$ for every $i$. This holds for a product of fermionic creation and annihilation operators of orthonormal spin orbitals, because each factor has norm one. Spin-adapted excitation operators are sums of such products and can have a larger norm, which must then be absorbed into the amplitude.

Write $\tau=\sum_i|t_i|$ for the sum over all amplitudes and $\delta=\sum_{|t_i|<\varepsilon}|t_i|$ for the sum over the discarded ones. The triangle inequality gives $\|T\|\le\tau$, $\|S\|\le\tau$ and $\|T-S\|\le\delta$. With $m=\tau$,

$$\|e^T\varphi-e^S\varphi\|\le e^\tau\,\delta\le e^\tau N_\varepsilon\,\varepsilon,$$

where $N_\varepsilon$ is the number of amplitudes with $|t_i|<\varepsilon$.

In electronic-structure calculations this bounds the change in the unnormalised coupled-cluster vector without forming $e^T$ or $e^S$, for fixed amplitudes and finitely many excitation operators of norm at most one. It is not by itself an estimate for the energy, which also involves the Hamiltonian. Since $\tau$ can grow with the number of amplitudes, the factor $e^\tau$ can make the bound very pessimistic for large systems.

## Two excitations, one of them discarded

Take two two-level subsystems with $\varphi=|00\rangle$, and let $X_1$ and $X_2$ raise the first and the second subsystem. Both have norm one, they commute, and $X_1^2=X_2^2=0$. Therefore

$$e^T\varphi=|00\rangle+t_1|10\rangle+t_2|01\rangle+t_1t_2|11\rangle.$$

Let $t_1=0.2$, $t_2=0.01$ and $\varepsilon=0.05$. Screening removes $t_2$ and leaves $e^S\varphi=|00\rangle+0.2\,|10\rangle$. The difference is $0.01\,|01\rangle+0.002\,|11\rangle$, whose norm is $0.01\sqrt{1.04}\approx0.0102$.

The estimate uses $\tau=0.21$ and $\delta=0.01$, and gives $e^{0.21}\cdot0.01\approx0.0123$. The cruder form, with $N_\varepsilon=1$, gives $e^{0.21}\cdot0.05\approx0.0617$.

## Powers and exponentials in a Banach algebra

The Lean development starts with an abstract algebra `𝔸`, which stands for matrices and for bounded operators alike. `NormedRing` supplies a norm with $\|AB\|\le\|A\|\|B\|$, and `NormedAlgebra ℂ 𝔸` supplies complex scalars. Multiplication is not assumed commutative.

```lean
import Mathlib

open Finset

namespace AmplitudeScreening

noncomputable section

section Algebra

variable {𝔸 : Type*} [NormedRing 𝔸] [NormedAlgebra ℂ 𝔸]

omit [NormedAlgebra ℂ 𝔸] in
/-- Powers of two operators of norm at most `m` differ by at most
`(k + 1) m ^ k` times the norm of the difference of the operators, the power being `k + 1`. -/
theorem norm_pow_sub_pow_le {T S : 𝔸} {m : ℝ} (hT : ‖T‖ ≤ m) (hS : ‖S‖ ≤ m) (k : ℕ) :
    ‖T ^ (k + 1) - S ^ (k + 1)‖ ≤ (k + 1) * m ^ k * ‖T - S‖ := by
  have hm : 0 ≤ m := (norm_nonneg T).trans hT
  induction k with
  | zero => simp
  | succ k ih =>
    -- exchange one factor at a time, keeping the order of the factors
    have e : T ^ (k + 1 + 1) - S ^ (k + 1 + 1)
        = T ^ (k + 1) * (T - S) + (T ^ (k + 1) - S ^ (k + 1)) * S := by
      rw [pow_succ T (k + 1), pow_succ S (k + 1), mul_sub, sub_mul]
      abel
    have hp : ‖T ^ (k + 1)‖ ≤ m ^ (k + 1) :=
      (norm_pow_le' T (Nat.succ_pos k)).trans (pow_le_pow_left₀ (norm_nonneg T) hT _)
    calc ‖T ^ (k + 1 + 1) - S ^ (k + 1 + 1)‖
        ≤ ‖T ^ (k + 1)‖ * ‖T - S‖ + ‖T ^ (k + 1) - S ^ (k + 1)‖ * ‖S‖ := by
          rw [e]
          exact (norm_add_le _ _).trans (add_le_add (norm_mul_le _ _) (norm_mul_le _ _))
      _ ≤ m ^ (k + 1) * ‖T - S‖ + ((k + 1) * m ^ k * ‖T - S‖) * m := by gcongr
      _ = ((k + 1 : ℕ) + 1) * m ^ (k + 1) * ‖T - S‖ := by push_cast; ring
```

The theorem is the estimate for powers, with the same index $k$ as above. There is no separate hypothesis $m\ge0$, since it follows from $0\le\|T\|\le m$ and is recorded as `hm`. The identity `e` is the exchange of one factor, and `hp` is the bound $\|T^{k+1}\|\le m^{k+1}$. The `calc` block then applies the triangle inequality, inserts the induction hypothesis `ih` through `gcongr`, and collects the terms with `ring`.

The exponential series needs a complete space, so `CompleteSpace 𝔸` is added; `𝔸` is now a complex Banach algebra.

```lean
variable [CompleteSpace 𝔸]

/-- The exponentials of two operators of norm at most `m`, commuting or not, differ by at most
`exp m` times the norm of the difference of the operators. -/
theorem norm_exp_sub_exp_le {T S : 𝔸} {m : ℝ} (hT : ‖T‖ ≤ m) (hS : ‖S‖ ≤ m) :
    ‖NormedSpace.exp T - NormedSpace.exp S‖ ≤ Real.exp m * ‖T - S‖ := by
  have hsum : ∀ A : 𝔸,
      HasSum (fun k : ℕ => ((k.factorial : ℂ)⁻¹) • A ^ k) (NormedSpace.exp A) := by
    intro A
    rw [NormedSpace.exp_eq_tsum (𝕂 := ℂ)]
    exact (NormedSpace.expSeries_summable' (𝕂 := ℂ) A).hasSum
  have hr : HasSum (fun k : ℕ => ((k.factorial : ℝ)⁻¹) • m ^ k) (Real.exp m) := by
    rw [Real.exp_eq_exp_ℝ, NormedSpace.exp_eq_tsum (𝕂 := ℝ)]
    exact (NormedSpace.expSeries_summable' (𝕂 := ℝ) m).hasSum
  -- the zeroth-order terms cancel, so the series of the difference starts at first order
  have hd := (hasSum_nat_add_iff' 1).mpr ((hsum T).sub (hsum S))
  simp only [Finset.sum_range_one, pow_zero, sub_self, sub_zero] at hd
  rw [← hd.tsum_eq]
  refine tsum_of_norm_bounded (hr.mul_right ‖T - S‖) (fun k => ?_)
  rw [← smul_sub, norm_smul, norm_inv, Complex.norm_natCast, smul_eq_mul]
  have hk : (k.factorial : ℝ) ≠ 0 := by exact_mod_cast k.factorial_ne_zero
  have hk1 : (k : ℝ) + 1 ≠ 0 := by positivity
  calc ((k + 1).factorial : ℝ)⁻¹ * ‖T ^ (k + 1) - S ^ (k + 1)‖
      ≤ ((k + 1).factorial : ℝ)⁻¹ * ((k + 1) * m ^ k * ‖T - S‖) :=
        mul_le_mul_of_nonneg_left (norm_pow_sub_pow_le hT hS k) (by positivity)
    _ = (k.factorial : ℝ)⁻¹ * m ^ k * ‖T - S‖ := by
        rw [Nat.factorial_succ]
        push_cast
        field_simp
```

Here `hsum` says that the series $\sum_k A^k/k!$ converges to `NormedSpace.exp A`, and `hr` says the same for the real number $e^m$. The lemma `hasSum_nat_add_iff'`, used with the argument `1`, removes the zeroth-order term from the series of the difference, so that the remaining terms carry the power $k+1$. `tsum_of_norm_bounded` reduces the claim to a comparison term by term with the series for $e^m\|T-S\|$. The last `calc` block is that comparison: it uses the estimate for powers and cancels $k+1$ against $(k+1)!$.

## Optimality of the constant

The next theorem takes as its hypothesis `hC` that some real number `C` works for every pair in the ball of radius $m$, and concludes that $e^m\le C$.

```lean
omit [CompleteSpace 𝔸] in
/-- The factor `exp m` is optimal: for `m > 0`, in an algebra whose identity has norm one, any
constant `C` that serves for all pairs of operators of norm at most `m` is at least `exp m`. -/
theorem exp_le_of_lipschitz_bound [NormOneClass 𝔸] {m C : ℝ} (hm : 0 < m)
    (hC : ∀ T S : 𝔸, ‖T‖ ≤ m → ‖S‖ ≤ m →
      ‖NormedSpace.exp T - NormedSpace.exp S‖ ≤ C * ‖T - S‖) :
    Real.exp m ≤ C := by
  have key : ∀ s ∈ Set.Ioo 0 m, Real.exp s ≤ C := by
    intro s hs
    have hlt : 0 < m - s := sub_pos.mpr hs.2
    -- compare the multiples `m` and `s` of the identity
    have h := hC (algebraMap ℂ 𝔸 (m : ℂ)) (algebraMap ℂ 𝔸 (s : ℂ))
      (by rw [norm_algebraMap', Complex.norm_real, Real.norm_of_nonneg hm.le])
      (by rw [norm_algebraMap', Complex.norm_real, Real.norm_of_nonneg hs.1.le]; exact hs.2.le)
    rw [← NormedSpace.algebraMap_exp_comm, ← NormedSpace.algebraMap_exp_comm,
      ← map_sub, ← map_sub, norm_algebraMap', norm_algebraMap', ← Complex.exp_eq_exp_ℂ,
      ← Complex.ofReal_exp, ← Complex.ofReal_exp, ← Complex.ofReal_sub, ← Complex.ofReal_sub,
      Complex.norm_real, Complex.norm_real, Real.norm_of_nonneg hlt.le] at h
    have h1 : Real.exp m = Real.exp s * Real.exp (m - s) := by
      rw [← Real.exp_add]
      congr 1
      ring
    have h2 := mul_le_mul_of_nonneg_left (Real.add_one_le_exp (m - s)) (Real.exp_pos s).le
    have h3 := (Real.le_norm_self (Real.exp m - Real.exp s)).trans h
    exact le_of_mul_le_mul_right (by linarith) hlt
  -- let `s` tend to `m` from below
  exact le_of_tendsto ((Real.continuous_exp.tendsto m).mono_left nhdsWithin_le_nhds)
    (Filter.mem_of_superset (Ioo_mem_nhdsLT hm) key)

end Algebra
```

`NormOneClass 𝔸` states that the identity has norm one, as it does for operators on any nonzero Hilbert space. The multiples $m\mathbb 1$ and $s\mathbb 1$ are written with `algebraMap`, and the long `rw` turns the inequality between operators into one between real numbers. The inequality $e^x\ge x+1$ enters as `Real.add_one_le_exp` with $x=m-s$. The final step, `le_of_tendsto`, takes the limit $s\to m$ from below.

## Matrices and states

For matrices the norm has to be selected, because several are in use. Opening `Matrix.Norms.L2Operator` makes `‖T‖` the operator norm belonging to the Euclidean norm on vectors.

```lean
open scoped Matrix.Norms.L2Operator in
/-- For complex square matrices of operator norm at most `m`, the exponentials differ by at most
`exp m` times the operator norm of the difference. -/
theorem matrix_norm_exp_sub_exp_le {n : Type*} [Fintype n] [DecidableEq n]
    {T S : Matrix n n ℂ} {m : ℝ} (hT : ‖T‖ ≤ m) (hS : ‖S‖ ≤ m) :
    ‖NormedSpace.exp T - NormedSpace.exp S‖ ≤ Real.exp m * ‖T - S‖ :=
  norm_exp_sub_exp_le hT hS
```

The finite type `n` labels the basis states. Complex square matrices with this norm form a Banach algebra, so the general theorem applies directly.

For states, `H` is a complete complex inner product space, of finite or infinite dimension, and `H →L[ℂ] H` is the type of bounded linear operators on it. Unbounded operators do not belong to this type. The finite type `ι` labels the excitations.

```lean
variable {H : Type*} [NormedAddCommGroup H] [InnerProductSpace ℂ H] [CompleteSpace H]
variable {ι : Type*} [Fintype ι]

/-- Replacing a bounded operator `T` by `S`, both of norm at most `m`, changes the unnormalised
vector `exp(T) φ` built on a unit reference `φ` by at most `exp m` times the norm of `T - S`. -/
theorem norm_exp_apply_sub_le {T S : H →L[ℂ] H} {m : ℝ} (hT : ‖T‖ ≤ m) (hS : ‖S‖ ≤ m)
    {φ : H} (hφ : ‖φ‖ = 1) :
    ‖NormedSpace.exp T φ - NormedSpace.exp S φ‖ ≤ Real.exp m * ‖T - S‖ := by
  have h := (NormedSpace.exp T - NormedSpace.exp S).le_opNorm φ
  rw [hφ, mul_one] at h
  exact h.trans (norm_exp_sub_exp_le hT hS)
```

The proof uses `le_opNorm`, which is $\|A\varphi\|\le\|A\|\|\varphi\|$ for $A=e^T-e^S$, together with `hφ`, the normalisation of the reference. Nothing else about $\varphi$ is used; it need not be a Slater determinant.

## Cluster operators and the threshold

The two definitions follow the conventions given at the start.

```lean
/-- The cluster operator: the sum of the excitation operators `X i` weighted by the
amplitudes `t i`. -/
def clusterOp (X : ι → H →L[ℂ] H) (t : ι → ℂ) : H →L[ℂ] H := ∑ i, t i • X i
```

The family `X` may consist of any bounded operators. That they excite electrons out of occupied orbitals is an interpretation, and the theorems do not require it.

```lean
/-- Amplitude screening: amplitudes of modulus below the threshold `ε` are set to zero. -/
def screen (ε : ℝ) (t : ι → ℂ) : ι → ℂ := fun i => if ε ≤ ‖t i‖ then t i else 0
```

For a complex amplitude, `‖t i‖` is the modulus $|t_i|$. An amplitude whose modulus equals the threshold is kept.

```lean
omit [CompleteSpace H] in
/-- For excitation operators of norm at most one, the norm of the cluster operator is at most the
sum of the moduli of the amplitudes. -/
theorem norm_clusterOp_le {X : ι → H →L[ℂ] H} (hX : ∀ i, ‖X i‖ ≤ 1) (t : ι → ℂ) :
    ‖clusterOp X t‖ ≤ ∑ i, ‖t i‖ := by
  refine norm_sum_le_of_le _ (fun i _ => ?_)
  rw [norm_smul]
  exact mul_le_of_le_one_right (norm_nonneg _) (hX i)
```

This is $\|T\|\le\tau$. The hypothesis `hX` is the condition $\|X_i\|\le1$, and the proof is the triangle inequality followed by $\|t_iX_i\|=|t_i|\|X_i\|\le|t_i|$.

The screening estimate now combines the pieces of the argument. In its statement, `∑ i with ‖t i‖ < ε, ‖t i‖` is the discarded sum $\delta$.

```lean
/-- For excitation operators of norm at most one and a unit reference, screening changes the
unnormalised vector `exp(T) φ`, with `T` the cluster operator, by at most the sum of the moduli of
the discarded amplitudes, times the exponential of the sum of the moduli of all amplitudes. -/
theorem screening_error_le {X : ι → H →L[ℂ] H} (hX : ∀ i, ‖X i‖ ≤ 1) (t : ι → ℂ) (ε : ℝ)
    {φ : H} (hφ : ‖φ‖ = 1) :
    ‖NormedSpace.exp (clusterOp X t) φ - NormedSpace.exp (clusterOp X (screen ε t)) φ‖
      ≤ Real.exp (∑ i, ‖t i‖) * ∑ i with ‖t i‖ < ε, ‖t i‖ := by
  have hs : ‖clusterOp X (screen ε t)‖ ≤ ∑ i, ‖t i‖ := by
    refine (norm_clusterOp_le hX _).trans (Finset.sum_le_sum fun i _ => ?_)
    unfold screen
    split_ifs <;> simp
  -- the discarded operator is the cluster operator of the discarded amplitudes
  have hd : clusterOp X t - clusterOp X (screen ε t)
      = clusterOp X (fun i => t i - screen ε t i) := by
    simp only [clusterOp, sub_smul, Finset.sum_sub_distrib]
  have he : ∑ i, ‖t i - screen ε t i‖ = ∑ i with ‖t i‖ < ε, ‖t i‖ := by
    rw [Finset.sum_filter]
    refine Finset.sum_congr rfl (fun i _ => ?_)
    by_cases h : ε ≤ ‖t i‖
    · simp [screen, h, not_lt.mpr h]
    · simp [screen, h, not_le.mp h]
  refine (norm_exp_apply_sub_le (norm_clusterOp_le hX t) hs hφ).trans ?_
  refine mul_le_mul_of_nonneg_left ?_ (Real.exp_pos _).le
  rw [hd, ← he]
  exact norm_clusterOp_le hX _
```

The step `hs` shows $\|S\|\le\tau$, since screening never increases a modulus. The step `hd` identifies $T-S$ as the cluster operator with amplitudes $t_i$ minus their screened values, and `he` shows that the moduli of these differences add up to $\delta$. The bound for states with $m=\tau$ then leaves only $\|T-S\|\le\delta$, which is the preceding lemma applied to the discarded amplitudes.

The last theorem replaces each discarded modulus by the threshold. The expression `#{i | ‖t i‖ < ε}` is the number $N_\varepsilon$.

```lean
/-- For excitation operators of norm at most one and a unit reference, screening changes the
unnormalised vector `exp(T) φ`, with `T` the cluster operator, by at most the number of discarded
amplitudes times the threshold `ε`, times the exponential of the sum of the moduli of all
amplitudes. -/
theorem screening_error_le_card {X : ι → H →L[ℂ] H} (hX : ∀ i, ‖X i‖ ≤ 1) (t : ι → ℂ) (ε : ℝ)
    {φ : H} (hφ : ‖φ‖ = 1) :
    ‖NormedSpace.exp (clusterOp X t) φ - NormedSpace.exp (clusterOp X (screen ε t)) φ‖
      ≤ Real.exp (∑ i, ‖t i‖) * ((#{i | ‖t i‖ < ε} : ℝ) * ε) := by
  refine (screening_error_le hX t ε hφ).trans
    (mul_le_mul_of_nonneg_left ?_ (Real.exp_pos _).le)
  rw [← nsmul_eq_mul]
  exact Finset.sum_le_card_nsmul _ _ _ (fun i hi => (Finset.mem_filter.mp hi).2.le)

end

end AmplitudeScreening
```

`Finset.sum_le_card_nsmul` bounds a finite sum by the number of its terms times a common upper bound, which gives $\delta\le N_\varepsilon\,\varepsilon$. No sign condition on $\varepsilon$ is needed: if $\varepsilon\le0$, nothing is discarded and both sides of the estimate are zero.

```lean
#print axioms AmplitudeScreening.exp_le_of_lipschitz_bound
-- 'AmplitudeScreening.exp_le_of_lipschitz_bound' depends on axioms: [propext, Classical.choice, Quot.sound]
#print axioms AmplitudeScreening.matrix_norm_exp_sub_exp_le
-- 'AmplitudeScreening.matrix_norm_exp_sub_exp_le' depends on axioms: [propext, Classical.choice, Quot.sound]
#print axioms AmplitudeScreening.screening_error_le_card
-- 'AmplitudeScreening.screening_error_le_card' depends on axioms: [propext, Classical.choice, Quot.sound]
```
